# At any positive temperature the Fermi factor f(E)[1 − f(E + x)] is integrable over all energies

For non-interacting fermions in equilibrium at thermal energy θ = kT > 0, with energies measured from the chemical potential, the Fermi function f(E) = 1/(1 + exp(E/θ)) is the mean occupation of a single-particle state at energy E. The theorem `integrable_pair` says that for every real x, of either sign, the product f(E)[1 − f(E + x)], which weights transitions from a filled state at E to an empty one at E + x, is integrable in E over the whole real line; no density of states or matrix element enters. The proof cuts the line at E = 0 and bounds the product by an integrable exponential on each side. Below the cut it uses the vacancy factor, 1 − f(E + x) ≤ exp((E + x)/θ), which dies away as E → −∞. Above the cut it uses the occupation factor, f(E) ≤ exp(−E/θ), which dies away as E → +∞.

The failing Lean file:

```lean
import Mathlib

open MeasureTheory Filter Topology

noncomputable section

namespace IntegrablePair

/-- Fermi function at thermal energy `θ = kT ≠ 0`, with energies measured from the
chemical potential. -/
def fermi (θ E : ℝ) : ℝ := 1 / (1 + Real.exp (E / θ))

/-- Occupation and vacancy of a level are both positive, and their ratio is a Boltzmann
factor. -/
theorem fermi_hole (θ E : ℝ) : 0 < fermi θ E ∧ 0 < 1 - fermi θ E ∧
    1 - fermi θ E = Real.exp (E / θ) * fermi θ E := by
  have hp : 0 < fermi θ E := by unfold fermi; positivity
  have hf : (1 + Real.exp (E / θ)) * fermi θ E = 1 :=
    mul_one_div_cancel (by positivity)
  have h : 1 - fermi θ E = Real.exp (E / θ) * fermi θ E := by linear_combination -hf
  exact ⟨hp, by rw [h]; positivity, h⟩

/-- At positive temperature the weight of transitions from `E` to `E + x` is integrable over
all energies. -/
theorem integrable_pair {θ : ℝ} (hθ : 0 < θ) (x : ℝ) :
    Integrable (fun E => fermi θ E * (1 - fermi θ (E + x))) := by
  have hc : Continuous (fermi θ) := by
    unfold fermi
    exact continuous_const.div (by fun_prop) (fun E => by positivity)
  have hm : Continuous (fun E => fermi θ E * (1 - fermi θ (E + x))) :=
    hc.mul (continuous_const.sub (hc.comp (continuous_id.add continuous_const)))
  rw [← integrableOn_univ, ← Set.Iic_union_Ioi (a := (0 : ℝ))]
  refine IntegrableOn.union ?_ ?_
  · -- deep levels: few vacancies
    refine Integrable.mono' (Integrable.const_mul
      (integrableOn_exp_mul_Iic (inv_pos.2 hθ) 0) (Real.exp (x / θ)))
      hm.aestronglymeasurable (ae_of_all _ fun E => ?_)
    obtain ⟨p, q, -⟩ := fermi_hole θ E
    obtain ⟨p', q', h'⟩ := fermi_hole θ (E + x)
    have he : Real.exp (x / θ) * Real.exp (θ⁻¹ * E) = Real.exp ((E + x) / θ) := by
      rw [← Real.exp_add]
      congr 1
      ring
    rw [Real.norm_of_nonneg (mul_pos p q').le, he]
    calc fermi θ E * (1 - fermi θ (E + x)) ≤ 1 - fermi θ (E + x) :=
          mul_le_of_le_one_left q'.le (by linarith)
      _ = Real.exp ((E + x) / θ) * fermi θ (E + x) := h'
      _ ≤ Real.exp ((E + x) / θ) :=
          mul_le_of_le_one_right (Real.exp_pos _).le (by linarith)
  · -- high levels: few electrons
    refine Integrable.mono' (integrableOn_exp_mul_Ioi (neg_lt_zero.2 (inv_pos.2 hθ)) 0)
      hm.aestronglymeasurable (ae_of_all _ fun E => ?_)
    obtain ⟨p, q, h⟩ := fermi_hole θ E
    obtain ⟨p', q', -⟩ := fermi_hole θ (E + x)
    have he : Real.exp (-θ⁻¹ * E) * Real.exp (E / θ) = 1 := by
      rw [← Real.exp_add, show -θ⁻¹ * E + E / θ = 0 by ring, Real.exp_zero]
    have hf : fermi θ E = Real.exp (-θ⁻¹ * E) * (1 - fermi θ E) := by
      rw [h]
      linear_combination -fermi θ E * he
    rw [Real.norm_of_nonneg (mul_pos p q').le]
    calc fermi θ E * (1 - fermi θ (E + x)) ≤ fermi θ E :=
          mul_le_of_le_one_right p.le (by linarith)
      _ = Real.exp (-θ⁻¹ * E) * (1 - fermi θ E) := hf
      _ ≤ Real.exp (-θ⁻¹ * E) :=
          mul_le_of_le_one_right (Real.exp_pos _).le (by linarith)

end IntegrablePair
```

Compiling this gives:

```
Main.lean:37:9: error(lean.invalidField): Invalid field `aestronglymeasurable`: The environment does not contain `Continuous.aestronglymeasurable`, so it is not possible to project the field `aestronglymeasurable` from an expression
  hm
of type
  Continuous fun E => fermi θ E * (1 - fermi θ (E + x))
Main.lean:52:9: error(lean.invalidField): Invalid field `aestronglymeasurable`: The environment does not contain `Continuous.aestronglymeasurable`, so it is not possible to project the field `aestronglymeasurable` from an expression
  hm
of type
  Continuous fun E => fermi θ E * (1 - fermi θ (E + x))
```

Diagnosis. Both errors come from one misspelt name. `Integrable.mono'` needs to know that the product is almost everywhere strongly measurable, and the proof means to get this from its continuity, `hm`. Since `hm` is a `Continuous` statement, Lean reads `hm.aestronglymeasurable` as a call to `Continuous.aestronglymeasurable`, and no such declaration exists. Names in Lean are case-sensitive, and Mathlib's lemma is `Continuous.aestronglyMeasurable`, with a capital M. The slip occurs once in each half of the proof, hence two messages, and the capital letter cures both.

The rest of the diff is tidying. The `calc` chains give way to `nlinarith`, which reaches the same bounds with the help of products of positive quantities; in the first half the identity `he` is folded into the rewrite; and one fact that the proof never needed is dropped from an `obtain` pattern in each half.

As a diff, the version that Lean accepts:

```diff
@@ -35,21 +35,14 @@
     refine Integrable.mono' (Integrable.const_mul
       (integrableOn_exp_mul_Iic (inv_pos.2 hθ) 0) (Real.exp (x / θ)))
-      hm.aestronglymeasurable (ae_of_all _ fun E => ?_)
+      hm.aestronglyMeasurable (ae_of_all _ fun E => ?_)
     obtain ⟨p, q, -⟩ := fermi_hole θ E
-    obtain ⟨p', q', h'⟩ := fermi_hole θ (E + x)
-    have he : Real.exp (x / θ) * Real.exp (θ⁻¹ * E) = Real.exp ((E + x) / θ) := by
-      rw [← Real.exp_add]
-      congr 1
-      ring
-    rw [Real.norm_of_nonneg (mul_pos p q').le, he]
-    calc fermi θ E * (1 - fermi θ (E + x)) ≤ 1 - fermi θ (E + x) :=
-          mul_le_of_le_one_left q'.le (by linarith)
-      _ = Real.exp ((E + x) / θ) * fermi θ (E + x) := h'
-      _ ≤ Real.exp ((E + x) / θ) :=
-          mul_le_of_le_one_right (Real.exp_pos _).le (by linarith)
+    obtain ⟨-, q', h'⟩ := fermi_hole θ (E + x)
+    rw [Real.norm_of_nonneg (mul_pos p q').le, ← Real.exp_add,
+      show x / θ + θ⁻¹ * E = (E + x) / θ by ring]
+    nlinarith [mul_pos q q', mul_pos (Real.exp_pos ((E + x) / θ)) q']
   · -- high levels: few electrons
     refine Integrable.mono' (integrableOn_exp_mul_Ioi (neg_lt_zero.2 (inv_pos.2 hθ)) 0)
-      hm.aestronglymeasurable (ae_of_all _ fun E => ?_)
-    obtain ⟨p, q, h⟩ := fermi_hole θ E
+      hm.aestronglyMeasurable (ae_of_all _ fun E => ?_)
+    obtain ⟨p, -, h⟩ := fermi_hole θ E
     obtain ⟨p', q', -⟩ := fermi_hole θ (E + x)
     have he : Real.exp (-θ⁻¹ * E) * Real.exp (E / θ) = 1 := by
@@ -59,9 +52,5 @@
       linear_combination -fermi θ E * he
     rw [Real.norm_of_nonneg (mul_pos p q').le]
-    calc fermi θ E * (1 - fermi θ (E + x)) ≤ fermi θ E :=
-          mul_le_of_le_one_right p.le (by linarith)
-      _ = Real.exp (-θ⁻¹ * E) * (1 - fermi θ E) := hf
-      _ ≤ Real.exp (-θ⁻¹ * E) :=
-          mul_le_of_le_one_right (Real.exp_pos _).le (by linarith)
+    nlinarith [mul_pos p p', mul_pos (Real.exp_pos (-θ⁻¹ * E)) p]
 
 end IntegrablePair
```
